# For symmetric matrices, couplings that commute with source and detector leave the cross-polarisation signal unchanged through third order in time

Two levels already show the mechanism. Put all the population in level 1, observe level 2, and take

$$
F=\begin{pmatrix}1&0\\0&0\end{pmatrix},\quad
S=\begin{pmatrix}0&0\\0&1\end{pmatrix},\quad
B=\begin{pmatrix}0&b\\b&0\end{pmatrix},\quad
A=\begin{pmatrix}a_1&0\\0&a_2\end{pmatrix},
$$

with real entries and $b\neq0$. Here $A$ commutes with $F$ and $S$, while $B$ transfers population. With $\Delta=a_1-a_2$ and $\Omega^2=b^2+\Delta^2/4$, the population of level 2 under $A+B$ is

$$
\frac{b^2}{\Omega^2}\sin^2\Omega t
= b^2t^2-\frac{b^2}{3}\Big(b^2+\frac{\Delta^2}{4}\Big)t^4+\cdots .
$$

The first step of the transfer needs only $b$; the mismatch $\Delta$ appears at $t^4$. The problems below treat general matrices, where $A$ can also couple source spins to each other.

## The signal and its matrices

Let $H$ be a time-independent Hamiltonian in angular-frequency units ($\hbar=1$), $F$ the initial operator and $S$ the observed one. The signal is

$$
s_{S,F,H}(t)=\operatorname{tr}\!\left(S\,e^{-itH}F\,e^{itH}\right).
$$

For cross-polarisation in a static sample with strong, matched spin-lock fields, we model $H=A+B$ as the time-averaged Hamiltonian in the frame that removes those fields. Then $F$ is the total source polarisation along its spin-lock axis and $S$ is the target polarisation along its own. $B$ is the averaged heteronuclear coupling, which exchanges polarisation between source and target, and $A$ is the averaged homonuclear coupling among the source spins.

In Lean all operators are finite square matrices over `ℂ`, indexed by `n`, and $t$ is real. `comm H X` is $[H,X]=HX-XH$, and `signal S F H t` is the trace above with true matrix exponentials. The model has no relaxation and no time-dependent Hamiltonian, so sample spinning is absent.

```lean
import Mathlib

open Matrix
open Complex (I)

namespace CrossPolarisationBuildUp

noncomputable section

attribute [local instance] Matrix.linftyOpNormedRing Matrix.linftyOpNormedAlgebra

variable {n : Type*} [Fintype n] [DecidableEq n]

/-- The commutator `[H, X] = H X - X H`. -/
def comm (H X : Matrix n n ℂ) : Matrix n n ℂ := H * X - X * H

/-- The signal `tr(S exp(-itH) F exp(itH))`: the initial operator `F` evolves under `H`
for a time `t` and is observed through `S`. -/
def signal (S F H : Matrix n n ℂ) (t : ℝ) : ℂ :=
  trace (S * NormedSpace.exp (t • ((-I) • H)) * F * NormedSpace.exp (t • (I • H)))
```

## (a) The equation of motion

Show that differentiating the signal amounts to changing its initial operator:

$$
\frac{d}{dt}s_{S,F,H}(t)=s_{S,\,-i[H,F],\,H}(t).
$$

Write $U=e^{-itH}$ and $V=e^{itH}$, so that $U'=U(-iH)$ and $V'=(iH)V$. The product rule gives

$$
\operatorname{tr}(SU(-iH)FV)+\operatorname{tr}(SUF(iH)V)
=\operatorname{tr}\big(SU(-i[H,F])V\big).
$$

In the code, `h` is the product rule, `h2` carries it through the trace, which is a continuous linear map, and `key` combines the two terms into the commutator.

```lean
/-- Equation of motion: the time derivative of the signal is the signal obtained
by replacing the initial operator `F` with `-i[H, F]`. -/
theorem hasDerivAt_signal (S F H : Matrix n n ℂ) (t : ℝ) :
    HasDerivAt (signal S F H) (signal S ((-I) • comm H F) H t) t := by
  have : CompleteSpace (Matrix n n ℂ) := FiniteDimensional.complete ℂ _
  let L : Matrix n n ℂ →L[ℝ] ℂ :=
    LinearMap.toContinuousLinearMap (Matrix.traceLinearMap n ℝ ℂ)
  -- product rule for the two propagators
  have h := (((hasDerivAt_exp_smul_const ((-I) • H) t).const_mul S).mul_const F).mul
    (hasDerivAt_exp_smul_const' (I • H) t)
  have h2 := L.hasFDerivAt.comp_hasDerivAt t h
  -- the two terms combine into a commutator
  have key : ∀ U V : Matrix n n ℂ,
      S * (U * ((-I) • H)) * F * V + S * U * F * ((I • H) * V)
        = S * U * ((-I) • comm H F) * V := by
    intro U V
    simp only [comm, smul_mul_assoc, mul_smul_comm, mul_sub, sub_mul, mul_assoc]
    module
  exact h2.congr_deriv (congrArg trace (key _ _))
```

## (b) Scalars pass through nested commutators

Write $\operatorname{ad}_H X=[H,X]$, and let $\operatorname{ad}_H^k$ be its $k$-fold application. Show for every complex $c$ that

$$
\operatorname{ad}_H^k(cX)=c\,\operatorname{ad}_H^kX .
$$

For $k=0$ both sides are $cX$. One commutator satisfies $[H,cX]=cHX-cXH=c[H,X]$. Hence $\operatorname{ad}_H^{k+1}(cX)=\operatorname{ad}_H^k(c[H,X])=c\operatorname{ad}_H^{k+1}X$ by the induction hypothesis, applied to $[H,X]$. The induction therefore has to run over all $X$ at once, which is the role of `generalizing X`.

```lean
/-- Nested commutators with `H` are linear under scaling of the innermost operator. -/
theorem iterate_comm_smul (H : Matrix n n ℂ) (c : ℂ) (k : ℕ) (X : Matrix n n ℂ) :
    (comm H)^[k] (c • X) = c • (comm H)^[k] X := by
  induction k generalizing X with
  | zero => rfl
  | succ k ih =>
    have h : comm H (c • X) = c • comm H X := by
      simp only [comm, smul_mul_assoc, mul_smul_comm, smul_sub]
    rw [Function.iterate_succ_apply, h, ih, Function.iterate_succ_apply]
```

## (c) All derivatives at time zero

Find the $k$-th derivative at the start of the evolution:

$$
s_{S,F,H}^{(k)}(0)=(-i)^k\operatorname{tr}\!\left(S\,\operatorname{ad}_H^kF\right).
$$

At $k=0$ both exponentials are the identity and the value is $\operatorname{tr}(SF)$. For the next order, part (a) replaces the first derivative by a signal with initial operator $-i[H,F]$. The induction hypothesis for that operator, with part (b), gives

$$
(-i)^k\operatorname{tr}\big(S\operatorname{ad}_H^k(-i[H,F])\big)
=(-i)^{k+1}\operatorname{tr}(S\operatorname{ad}_H^{k+1}F).
$$

The rewrite `iteratedDeriv_succ'` takes off one derivative, `hd` inserts part (a), and `ih` is the induction hypothesis.

```lean
/-- The `k`-th derivative of the signal at `t = 0` is `(-i)^k` times the trace of `S` with
the `k`-fold nested commutator `[H, [H, ... [H, F]]]`. -/
theorem iteratedDeriv_signal (S F H : Matrix n n ℂ) (k : ℕ) :
    iteratedDeriv k (signal S F H) 0 = (-I) ^ k * trace (S * (comm H)^[k] F) := by
  induction k generalizing F with
  | zero => simp [signal]
  | succ k ih =>
    have hd : deriv (signal S F H) = signal S ((-I) • comm H F) H :=
      funext fun t => (hasDerivAt_signal S F H t).deriv
    rw [iteratedDeriv_succ', hd, ih, iterate_comm_smul, Function.iterate_succ_apply,
      Matrix.mul_smul, Matrix.trace_smul, smul_eq_mul, pow_succ]
    ring
```

## (d) Odd orders vanish

Let $S$, $F$ and $H$ equal their transposes. Show that

$$
s_{S,F,H}^{(k)}(0)=0\qquad\text{for odd }k .
$$

Transposition reverses products, so $[H,X]^T=X^TH-HX^T=-[H,X^T]$. Starting from $F^T=F$, this gives $(\operatorname{ad}_H^mF)^T=(-1)^m\operatorname{ad}_H^mF$ for every $m$. For odd $k$, put $X=\operatorname{ad}_H^kF$, so that $X^T=-X$. Then

$$
\operatorname{tr}(SX)=\operatorname{tr}((SX)^T)=\operatorname{tr}(X^TS)=-\operatorname{tr}(XS)=-\operatorname{tr}(SX),
$$

so the trace is zero, and part (c) finishes the argument. In Lean, `parity` is the statement for all $m$ and `h` is the chain of traces.

It is easy to read the superscript `ᵀ` as Hermitian conjugation, but it is plain transposition, and Hermitian matrices are not enough here. For the Pauli matrices $S=\sigma_x$, $F=\sigma_z$, $H=\sigma_y$, the first derivative is $-i\operatorname{tr}(\sigma_x[\sigma_y,\sigma_z])=4$. For real matrices the two notions agree.

```lean
/-- For symmetric `S`, `F` and `H`, every derivative of odd order of the signal
vanishes at `t = 0`. -/
theorem odd_deriv_eq_zero {S F H : Matrix n n ℂ} (hS : Sᵀ = S) (hF : Fᵀ = F) (hH : Hᵀ = H)
    {k : ℕ} (hk : Odd k) : iteratedDeriv k (signal S F H) 0 = 0 := by
  -- each commutator with `H` flips the parity under transposition
  have parity : ∀ m : ℕ, ((comm H)^[m] F)ᵀ = (-1 : ℂ) ^ m • (comm H)^[m] F := by
    intro m
    induction m with
    | zero => simp [hF]
    | succ m ih =>
      rw [Function.iterate_succ_apply']
      generalize (comm H)^[m] F = X at ih ⊢
      simp only [comm, transpose_sub, transpose_mul, hH, ih, smul_mul_assoc,
        mul_smul_comm, pow_succ]
      module
  have h : trace (S * (comm H)^[k] F) = -trace (S * (comm H)^[k] F) := by
    calc trace (S * (comm H)^[k] F) = trace ((S * (comm H)^[k] F)ᵀ) :=
          (trace_transpose _).symm
      _ = -trace (S * (comm H)^[k] F) := by
          rw [transpose_mul, parity, hS, hk.neg_one_pow, trace_mul_comm,
            Matrix.mul_smul, Matrix.trace_smul, smul_eq_mul, neg_one_mul]
  have h0 : trace (S * (comm H)^[k] F) = 0 := by linear_combination h / 2
  rw [iteratedDeriv_signal, h0, mul_zero]
```

## (e) Moving a commutator under the trace

Show that

$$
\operatorname{tr}(S[H,X])=-\operatorname{tr}([H,S]X).
$$

The left side is $\operatorname{tr}(SHX)-\operatorname{tr}(SXH)$. Cyclicity turns the second trace into $\operatorname{tr}(HSX)$, and the difference is $-\operatorname{tr}((HS-SH)X)$. The hypothesis `h` in the proof is this one use of cyclicity.

```lean
omit [DecidableEq n] in
/-- Under the trace a commutator moves from one factor to the other with a change of sign. -/
theorem trace_mul_comm_eq (S H X : Matrix n n ℂ) :
    trace (S * comm H X) = -trace (comm H S * X) := by
  have h : trace (S * X * H) = trace (H * (S * X)) := trace_mul_comm _ _
  simp only [comm, mul_sub, sub_mul, trace_sub, ← mul_assoc] at h ⊢
  rw [h]
  ring
```

## (f) The initial curvature

Express the second derivative with one commutator on each operator:

$$
s_{S,F,H}''(0)=\operatorname{tr}([H,S][H,F]).
$$

Part (c) gives $(-i)^2\operatorname{tr}(S[H,[H,F]])=-\operatorname{tr}(S[H,[H,F]])$. Moving the outer commutator by part (e) brings a second minus sign. The `change` step writes out the double commutator so that part (e) applies.

For the two levels of the opening the result is $2b^2$, in agreement with the term $b^2t^2$.

```lean
/-- The second derivative of the signal at `t = 0` is `tr([H, S] [H, F])`. -/
theorem second_deriv (S F H : Matrix n n ℂ) :
    iteratedDeriv 2 (signal S F H) 0 = trace (comm H S * comm H F) := by
  rw [iteratedDeriv_signal]
  change (-I) ^ 2 * trace (S * comm H (comm H F)) = _
  rw [trace_mul_comm_eq, neg_sq, Complex.I_sq]
  ring
```

## (g) A commuting term drops out

Let $AX=XA$. Show that

$$
[A+B,X]=[B,X].
$$

Expanding gives $[A+B,X]=[A,X]+[B,X]$, and the first commutator is zero.

```lean
/-- An operator that commutes with `A` has the same commutator with `A + B` as with `B`. -/
theorem comm_add_of_commute {A X : Matrix n n ℂ} (B : Matrix n n ℂ) (h : A * X = X * A) :
    comm (A + B) X = comm B X := by
  simp only [comm, add_mul, mul_add, h]
  abel
```

## (h) Equal build-up through third order

Let $A,B,F,S$ be symmetric, with $[A,F]=[A,S]=0$. Show that

$$
s_{S,F,A+B}^{(k)}(0)=s_{S,F,B}^{(k)}(0)\qquad (k\le3).
$$

At $k=0$ both sides are $\operatorname{tr}(SF)$. At $k=1$ and $k=3$ both vanish by part (d), since $A+B$ is symmetric too. At $k=2$, parts (f) and (g) give

$$
\operatorname{tr}([A+B,S][A+B,F])=\operatorname{tr}([B,S][B,F]).
$$

The tactic `interval_cases k` produces these four cases in order.

The hypotheses `hA`, `hB`, `hF` and `hS` state symmetry. Real symmetric matrices are included, and the averaged dipolar couplings and the polarisations of the model above can be written this way in a product basis quantised along the spin-lock axes. Complex symmetric matrices are allowed as well, although they need not be Hermitian. The hypothesis `hAF` says that the homonuclear coupling conserves the total source polarisation, as its secular part along the spin-lock axis does. The hypothesis `hAS` holds when that coupling acts only on source spins. Both are assumed of the matrices, and $F$ and $S$ need not commute with each other.

In the averaged cross-polarisation model described above, the initial build-up through $t^3$ therefore depends on the heteronuclear couplings but not on the homonuclear ones.

```lean
/-- Initial build-up: let `A`, `B`, `F`, `S` be symmetric, with `A` commuting with `F` and `S`.
Then the signals under `A + B` and under `B` alone have equal derivatives at `t = 0`
through third order. -/
theorem initial_buildup {A B F S : Matrix n n ℂ}
    (hA : Aᵀ = A) (hB : Bᵀ = B) (hF : Fᵀ = F) (hS : Sᵀ = S)
    (hAF : A * F = F * A) (hAS : A * S = S * A) {k : ℕ} (hk : k ≤ 3) :
    iteratedDeriv k (signal S F (A + B)) 0 = iteratedDeriv k (signal S F B) 0 := by
  have hAB : (A + B)ᵀ = A + B := by rw [transpose_add, hA, hB]
  interval_cases k
  · simp [iteratedDeriv_signal]
  · rw [odd_deriv_eq_zero hS hF hAB (by decide), odd_deriv_eq_zero hS hF hB (by decide)]
  · rw [second_deriv, second_deriv, comm_add_of_commute B hAF, comm_add_of_commute B hAS]
  · rw [odd_deriv_eq_zero hS hF hAB (by decide), odd_deriv_eq_zero hS hF hB (by decide)]
```

## (i) The commuting term at fourth order

Keep $[A,F]=[A,S]=0$, but drop the symmetry assumptions. Show that

$$
s_{S,F,A+B}^{(4)}(0)=\operatorname{tr}\big([A+B,[B,S]]\,[A+B,[B,F]]\big).
$$

Put $H=A+B$. Since $(-i)^4=1$, part (c) gives $\operatorname{tr}(S\operatorname{ad}_H^4F)$. Two uses of part (e) move two commutators onto $S$, and their signs cancel, leaving $\operatorname{tr}(\operatorname{ad}_H^2S\,\operatorname{ad}_H^2F)$. Part (g) removes $A$ from the inner commutators only, because $A$ need not commute with $[B,S]$ or $[B,F]$.

The Lean proof makes the replacement of part (g) first, in the reverse direction, and then moves the two commutators.

```lean
/-- If `A` commutes with `F` and `S`, the fourth derivative at `t = 0` of the signal under
`A + B` is `tr([A + B, [B, S]] [A + B, [B, F]])`. -/
theorem fourth_deriv {A F S : Matrix n n ℂ} (B : Matrix n n ℂ)
    (hAF : A * F = F * A) (hAS : A * S = S * A) :
    iteratedDeriv 4 (signal S F (A + B)) 0
      = trace (comm (A + B) (comm B S) * comm (A + B) (comm B F)) := by
  rw [← comm_add_of_commute B hAF, ← comm_add_of_commute B hAS, iteratedDeriv_signal]
  generalize A + B = H
  change (-I) ^ 4 * trace (S * comm H (comm H (comm H (comm H F)))) = _
  have h4 : (-I) ^ 4 = 1 := by
    rw [show (-I) ^ 4 = (I ^ 2) ^ 2 by ring, Complex.I_sq]
    norm_num
  rw [trace_mul_comm_eq, trace_mul_comm_eq, h4]
  ring
```

## (j) A three-site model that meets the conditions

Sites 1 and 2 are the source and site 3 is the target. Let $E_{ij}$ be the matrix with a single 1 in row $i$, column $j$, counting from 1 (Lean's `Fin 3` counts from 0). The four definitions are

- `sourceCoupling`: $A=E_{12}+E_{21}$
- `transferCoupling`: $B=E_{13}+E_{31}$
- `source`: $F=E_{11}+E_{22}$
- `target`: $S=E_{33}$

This describes one excitation hopping between three sites, not a full dipolar spin system.

```lean
/-- Coupling between the two source sites of a three-site model. -/
def sourceCoupling : Matrix (Fin 3) (Fin 3) ℂ := !![0, 1, 0; 1, 0, 0; 0, 0, 0]

/-- Coupling between the first source site and the target site. -/
def transferCoupling : Matrix (Fin 3) (Fin 3) ℂ := !![0, 0, 1; 0, 0, 0; 1, 0, 0]

/-- Total population of the two source sites. -/
def source : Matrix (Fin 3) (Fin 3) ℂ := !![1, 0, 0; 0, 1, 0; 0, 0, 0]

/-- Population of the target site. -/
def target : Matrix (Fin 3) (Fin 3) ℂ := !![0, 0, 0; 0, 0, 0; 0, 0, 1]
```

Verify that all four matrices are symmetric and that

$$
AF=FA,\qquad AS=SA .
$$

The symmetry is visible from the definitions. On the source sites $F$ is the identity, so $AF=A=FA$. Since $A$ does not touch site 3, $AS=0=SA$. Lean compares the matrices entry by entry.

```lean
/-- The three-site matrices are symmetric, and the source coupling commutes with both
populations. -/
theorem initial_buildup_witness :
    sourceCouplingᵀ = sourceCoupling ∧ transferCouplingᵀ = transferCoupling ∧
    sourceᵀ = source ∧ targetᵀ = target ∧
    sourceCoupling * source = source * sourceCoupling ∧
    sourceCoupling * target = target * sourceCoupling := by
  refine ⟨?_, ?_, ?_, ?_, ?_, ?_⟩ <;> ext i j <;> fin_cases i <;> fin_cases j <;>
    simp [sourceCoupling, transferCoupling, source, target, Matrix.mul_apply,
      Fin.sum_univ_succ]
```

## (k) Third order is the limit

Compute the fourth derivatives for this model with and without the source coupling:

$$
s_{S,F,A+B}^{(4)}(0)=-10,\qquad s_{S,F,B}^{(4)}(0)=-8 .
$$

Put $X=[B,S]=E_{13}-E_{31}$. Because $F=1-S$, we have $[B,F]=-X$, and part (i) gives $-\operatorname{tr}([A+B,X]^2)$. The two contributions are

$$
[B,X]=2(E_{33}-E_{11}),\qquad [A,X]=E_{23}+E_{32}.
$$

Their sum is real symmetric, so the trace of its square is the sum of its squared entries, $4+4+1+1=10$. Without $A$ only $4+4=8$ remains. The general bound $k\le3$ in part (h) therefore cannot be raised to 4.

The closed forms agree: the signal is $\sin^2t$ without the source coupling and $1-\cos^4(t/\sqrt2)$ with it. Both begin with $t^2$, followed by $-t^4/3$ and $-5t^4/12$ respectively.

Lean applies part (i) in both cases, with `A := 0` in the second, and evaluates the matrix entries by `norm_num`.

```lean
/-- Third order is sharp: in the three-site model the fourth derivative of the signal at
`t = 0` is `-10` with the source coupling and `-8` without it. -/
theorem fourth_order_sharp :
    iteratedDeriv 4 (signal target source (sourceCoupling + transferCoupling)) 0 = -10 ∧
    iteratedDeriv 4 (signal target source transferCoupling) 0 = -8 := by
  obtain ⟨-, -, -, -, hF, hS⟩ := initial_buildup_witness
  constructor
  · rw [fourth_deriv transferCoupling hF hS]
    norm_num [comm, sourceCoupling, transferCoupling, source, target,
      Matrix.trace_fin_three, Matrix.mul_apply, Fin.sum_univ_three]
    -- the last diagonal entry evaluates to -5
    change (-5 : ℂ) + (-5) = -10
    norm_num
  · have h := fourth_deriv (A := 0) (F := source) (S := target) transferCoupling
      (by simp) (by simp)
    rw [zero_add] at h
    rw [h]
    norm_num [comm, transferCoupling, source, target,
      Matrix.trace_fin_three, Matrix.mul_apply, Fin.sum_univ_three]
    -- the last diagonal entry evaluates to -4
    change (-4 : ℂ) + (-4) = -8
    norm_num

end

end CrossPolarisationBuildUp
```

```lean
#print axioms CrossPolarisationBuildUp.initial_buildup
#print axioms CrossPolarisationBuildUp.fourth_order_sharp
```

```
'CrossPolarisationBuildUp.initial_buildup' depends on axioms: [propext, Classical.choice, Quot.sound]
'CrossPolarisationBuildUp.fourth_order_sharp' depends on axioms: [propext, Classical.choice, Quot.sound]
```
